# If a reflection commutes with the Hamiltonian, odd single excitations have zero overlap with a nondegenerate eigenstate that overlaps an even reference

Take two configurations, a reference (1, 0) and a single excitation (0, 1), and a reflection P that keeps the first and changes the sign of the second. Let H be a 2×2 Hamiltonian with entries h₀₀, h₀₁, h₁₀, h₁₁. The products HP and PH agree on the diagonal, but off the diagonal they have opposite signs, so HP = PH forces

h₀₁ = h₁₀ = 0.

If h₀₀ and h₁₁ differ, every eigenvector is a multiple of (1, 0) or of (0, 1). An eigenstate that contains any of the reference then contains none of the single excitation.

With only two configurations, such a state is entirely the reference. Once a double excitation is added, the reference can become a small part of the state while the single excitation remains absent. This matters for multireference diagnostics that take a large singles weight in the eigenvector as a warning. If the reference is even and all singles are odd under a reflection that commutes with H, that weight is zero for every nondegenerate eigenstate that overlaps the reference, however small the overlap.

## States, energies and the singles weight

A state is a real coefficient vector over a finite set `n` of orthonormal configurations. The overlap u·v is the dot product, written `⬝ᵥ` in Lean, and `*ᵥ` applies a matrix to a vector. H is the Hamiltonian matrix, P the symmetry, y the eigenstate, E its energy, r the reference and s a single excitation. Even means Pr = r, and odd means Ps = −s.

```lean
import Mathlib

open Matrix

namespace SinglesDiagnosticBlindness

variable {n : Type*} [Fintype n]
```

Nondegeneracy has three clauses: y is nonzero, Hy = Ey, and every v with Hv = Ev is a multiple of y. The vector y need not be normalised.

```lean
/-- The vector `y` is a nonzero eigenvector of `H` with energy `E`, and it spans the
whole eigenspace of that energy. -/
def IsNondegenerate (H : Matrix n n ℝ) (E : ℝ) (y : n → ℝ) : Prop :=
  y ≠ 0 ∧ H *ᵥ y = E • y ∧ ∀ v : n → ℝ, H *ᵥ v = E • v → ∃ c : ℝ, v = c • y
```

The singles weight adds the squared overlaps of y with a finite family of vectors sᵢ. It is built from the coefficients of the eigenvector itself, without division by the reference coefficient, so it differs from a norm of coupled-cluster amplitudes.

```lean
/-- The singles weight of `y`: the sum of its squared overlaps with a finite family `s`
of single excitations. -/
def singlesWeight {ι : Type*} [Fintype ι] (s : ι → n → ℝ) (y : n → ℝ) : ℝ :=
  ∑ i, (s i ⬝ᵥ y) ^ 2
```

Lean knows a single excitation only as a vector with a given parity; orbitals and electrons do not enter. The general results do not assume that H is symmetric, although a physical real Hamiltonian matrix in an orthonormal basis is. P² = 1 is assumed only in part (c).

## (a) Moving a symmetric matrix across an overlap

**Task.** For Pᵀ = P and any vectors u and v, show that

(Pu)·v = u·(Pv).

**Solution.** Write out the left side and exchange the sums:

(Pu)·v = Σᵢ Σⱼ Pᵢⱼ uⱼ vᵢ = Σⱼ uⱼ Σᵢ Pᵢⱼ vᵢ.

Since Pᵢⱼ = Pⱼᵢ, the inner sum is component j of Pv, which gives the right side. The Lean proof does the same with library identities: it moves P to the other factor as a transpose, and `hP` removes the transpose.

```lean
/-- A symmetric matrix can be moved from one side of an overlap to the other. -/
theorem overlap_symm {P : Matrix n n ℝ} (hP : Pᵀ = P) (u v : n → ℝ) :
    (P *ᵥ u) ⬝ᵥ v = u ⬝ᵥ (P *ᵥ v) := by
  rw [Matrix.dotProduct_mulVec, ← Matrix.mulVec_transpose, hP]
```

## (b) What a commuting operator does to the eigenstate

**Task.** Let HP = PH and let y be nondegenerate with energy E. Show that there is a real number c with

Py = cy.

**Solution.** Apply H to Py:

H(Py) = P(Hy) = P(Ey) = E(Py).

So Py satisfies the eigenvalue equation for the same energy, and the third clause of nondegeneracy makes it a multiple of y. In Lean, `apply hy.2.2` invokes that clause, and the rewriting line is the displayed chain. P need not be symmetric here.

```lean
/-- An operator that commutes with the Hamiltonian maps a nondegenerate eigenstate to a
multiple of itself. -/
theorem symmetry_acts_by_scalar {H P : Matrix n n ℝ} {E : ℝ} {y : n → ℝ}
    (hHP : H * P = P * H) (hy : IsNondegenerate H E y) : ∃ c : ℝ, P *ᵥ y = c • y := by
  -- `P y` has the same energy as `y`
  apply hy.2.2
  rw [Matrix.mulVec_mulVec, hHP, ← Matrix.mulVec_mulVec, hy.2.1, Matrix.mulVec_smul]
```

## (c) Parity under an involution

**Task.** Suppose in addition that P² = 1. Show that

Py = y or Py = −y.

**Solution.** Applying P twice to y gives c²y, and also y because P² = 1. Hence

(c² − 1)y = 0.

As y is nonzero, c² = 1 and c = ±1. In the proof, `h2` is the double application and `h3` is the displayed equation. The case y = 0 is closed by `hy.1`.

```lean
/-- If an involution commutes with the Hamiltonian, every nondegenerate eigenstate is
either even or odd under it. -/
theorem definite_parity [DecidableEq n] {H P : Matrix n n ℝ} {E : ℝ} {y : n → ℝ}
    (hPP : P * P = 1) (hHP : H * P = P * H) (hy : IsNondegenerate H E y) :
    P *ᵥ y = y ∨ P *ᵥ y = -y := by
  obtain ⟨c, hc⟩ := symmetry_acts_by_scalar hHP hy
  -- applying `P` twice gives `c² y = y`
  have h2 : (c * c) • y = y := by
    calc (c * c) • y = P *ᵥ (P *ᵥ y) := by rw [hc, Matrix.mulVec_smul, hc, smul_smul]
      _ = y := by rw [Matrix.mulVec_mulVec, hPP, Matrix.one_mulVec]
  have h3 : (c * c - 1) • y = 0 := by rw [sub_smul, h2, one_smul, sub_self]
  rcases smul_eq_zero.mp h3 with h | h
  · rcases mul_self_eq_one_iff.mp (sub_eq_zero.mp h) with h1 | h1
    · left
      rw [hc, h1, one_smul]
    · right
      rw [hc, h1, neg_smul, one_smul]
  · exact absurd h hy.1
```

## (d) The reference selects the sign

**Task.** Let P be symmetric and commute with H, let y be nondegenerate, and let r be even with r·y ≠ 0. Without using P² = 1, show that

Py = y.

**Solution.** By part (b), Py = cy. Using Pr = r and part (a),

r·y = (Pr)·y = r·(Py) = c(r·y).

The overlap r·y is nonzero, so it can be divided out, leaving c = 1. Its size plays no role. The `calc` block follows this line, and `mul_right_cancel₀` performs the division.

```lean
/-- Let a symmetric `P` commute with the Hamiltonian. A nondegenerate eigenstate with
nonzero overlap with an even reference is itself even. -/
theorem even_of_reference_overlap {H P : Matrix n n ℝ} {E : ℝ} {y r : n → ℝ}
    (hP : Pᵀ = P) (hHP : H * P = P * H) (hy : IsNondegenerate H E y)
    (hr : P *ᵥ r = r) (hry : r ⬝ᵥ y ≠ 0) : P *ᵥ y = y := by
  obtain ⟨c, hc⟩ := symmetry_acts_by_scalar hHP hy
  have h : r ⬝ᵥ y = c * (r ⬝ᵥ y) := by
    calc r ⬝ᵥ y = (P *ᵥ r) ⬝ᵥ y := by rw [hr]
      _ = r ⬝ᵥ (P *ᵥ y) := overlap_symm hP r y
      _ = c * (r ⬝ᵥ y) := by rw [hc, dotProduct_smul, smul_eq_mul]
  -- the nonzero overlap cancels
  have h1 : c = 1 := mul_right_cancel₀ hry (by linarith)
  rw [hc, h1, one_smul]
```

## (e) The overlap with an odd single excitation

**Task.** Under the hypotheses of part (d), let s be odd. Show that

s·y = 0.

**Solution.** Evaluate (Ps)·y in two ways. Because s is odd, it equals −s·y. By part (a) it equals s·(Py), which is s·y by part (d). Therefore

−s·y = s·y,

and the overlap is zero. In Lean, `h` starts as the identity of part (a), the rewriting turns it into this equation, and `linarith` solves it.

```lean
/-- Let a symmetric `P` commute with the Hamiltonian, and let a nondegenerate eigenstate
have nonzero overlap with an even reference. Then its overlap with every odd single
excitation is zero. -/
theorem single_overlap_eq_zero {H P : Matrix n n ℝ} {E : ℝ} {y r s : n → ℝ}
    (hP : Pᵀ = P) (hHP : H * P = P * H) (hy : IsNondegenerate H E y)
    (hr : P *ᵥ r = r) (hry : r ⬝ᵥ y ≠ 0) (hs : P *ᵥ s = -s) : s ⬝ᵥ y = 0 := by
  have hPy := even_of_reference_overlap hP hHP hy hr hry
  have h := overlap_symm hP s y
  -- the overlap equals its own negative
  rw [hs, hPy, neg_dotProduct] at h
  linarith
```

## (f) The whole singles weight

**Task.** Let every member sᵢ of a finite family be odd, with the other hypotheses as before. Show that

Σᵢ (sᵢ·y)² = 0.

**Solution.** Part (e) applies to each sᵢ, so every term is 0² = 0. `Finset.sum_eq_zero` reduces the sum to its terms in the same way. If the space also contains even singles, they do not belong to this family, and their overlaps may be nonzero.

```lean
/-- Let a symmetric `P` commute with the Hamiltonian, and let a nondegenerate eigenstate
have nonzero overlap with an even reference. If all single excitations in a family are
odd, the singles weight of the eigenstate is zero. -/
theorem singlesWeight_eq_zero {ι : Type*} [Fintype ι] {H P : Matrix n n ℝ} {E : ℝ}
    {y r : n → ℝ} {s : ι → n → ℝ} (hP : Pᵀ = P) (hHP : H * P = P * H)
    (hy : IsNondegenerate H E y) (hr : P *ᵥ r = r) (hry : r ⬝ᵥ y ≠ 0)
    (hs : ∀ i, P *ᵥ s i = -s i) : singlesWeight s y = 0 := by
  unfold singlesWeight
  apply Finset.sum_eq_zero
  intro i _
  rw [single_overlap_eq_zero hP hHP hy hr hry (hs i)]
  norm_num
```

## (g) A model with three configurations

**Task.** Order the basis as reference, double excitation, single excitation, with components numbered 0, 1, 2. For real a and b, the Hamiltonian couples the first two configurations:

```lean
/-- A model Hamiltonian in the basis reference, double excitation, single excitation,
with coupling between the first two. -/
def modelH (a b : ℝ) : Matrix (Fin 3) (Fin 3) ℝ :=
  !![-a ^ 2, -(a * b), 0; -(a * b), -b ^ 2, 0; 0, 0, 0]
```

The reflection changes the sign of the third:

```lean
/-- The reflection that keeps the reference and the double excitation and changes the
sign of the single excitation. -/
def modelP : Matrix (Fin 3) (Fin 3) ℝ := !![1, 0, 0; 0, 1, 0; 0, 0, -1]
```

For a² + b² = 1, show that y = (a, b, 0) is a nondegenerate eigenstate with

Hy = −y,

and that H and P are symmetric, P² = 1, HP = PH, the reference is even and the single excitation is odd.

**Solution.** H is minus the projector on y, so for every v

Hv = −(av₀ + bv₁)y.

Setting v = y gives Hy = −(a² + b²)y = −y. If Hv = −v, the same formula gives v = (av₀ + bv₁)y, a multiple of y. Also y ≠ 0, since a and b cannot both vanish. Both matrices are visibly symmetric. P is diagonal with entries 1, 1, −1, so it squares to the identity and has the stated action on the reference and the single. It commutes with H because H has no element linking the single to the other two configurations.

The state y is the ground state, and the other two states lie at zero, so energies are measured from their common level in units of the gap. The matrix is chosen to have a prescribed ground state; it is not computed from molecular integrals. In the proof, `key` is the projector formula, and the remaining goals are checked entry by entry or follow from it.

```lean
/-- For `a² + b² = 1` the model has a symmetric Hamiltonian commuting with a symmetric
involution, an even reference, an odd single excitation, and the nondegenerate
eigenstate `(a, b, 0)` of energy `-1`. -/
theorem model_witness {a b : ℝ} (hab : a ^ 2 + b ^ 2 = 1) :
    (modelH a b)ᵀ = modelH a b ∧ modelPᵀ = modelP ∧ modelP * modelP = 1 ∧
    modelH a b * modelP = modelP * modelH a b ∧
    modelP *ᵥ ![1, 0, 0] = ![1, 0, 0] ∧ modelP *ᵥ ![0, 0, 1] = -![0, 0, 1] ∧
    IsNondegenerate (modelH a b) (-1) ![a, b, 0] := by
  -- the Hamiltonian is minus the projector on `(a, b, 0)`
  have key : ∀ v : Fin 3 → ℝ,
      modelH a b *ᵥ v = (-(a * v 0 + b * v 1)) • ![a, b, 0] := by
    intro v
    ext i
    fin_cases i <;> simp [modelH, Matrix.mulVec, dotProduct, Fin.sum_univ_three] <;> ring
  refine ⟨?_, ?_, ?_, ?_, ?_, ?_, ?_, ?_, ?_⟩
  · ext i j
    fin_cases i <;> fin_cases j <;> simp [modelH]
  · ext i j
    fin_cases i <;> fin_cases j <;> simp [modelP]
  · ext i j
    fin_cases i <;> fin_cases j <;> simp [modelP, Matrix.mul_apply, Fin.sum_univ_three]
  · ext i j
    fin_cases i <;> fin_cases j <;>
      simp [modelH, modelP, Matrix.mul_apply, Fin.sum_univ_three]
  · ext i
    fin_cases i <;> simp [modelP, Matrix.mulVec, dotProduct, Fin.sum_univ_three]
  · ext i
    fin_cases i <;> simp [modelP, Matrix.mulVec, dotProduct, Fin.sum_univ_three]
  · intro h
    have h0 : a = 0 := congrFun h 0
    have h1 : b = 0 := congrFun h 1
    rw [h0, h1] at hab
    norm_num at hab
  · rw [key]
    congr 1
    show -(a * a + b * b) = -1
    linarith
  · intro v hv
    refine ⟨a * v 0 + b * v 1, ?_⟩
    rw [key, neg_smul, neg_smul, one_smul] at hv
    exact (neg_injective hv).symm
```

## (h) Any positive reference weight

**Task.** Given w with 0 < w ≤ 1, choose a and b so that the model has a normalised nondegenerate eigenstate y, with r = (1, 0, 0) and s = (0, 0, 1), such that

(r·y)² = w and s·y = 0.

**Solution.** Choose a = √w and b = √(1 − w). Then a² + b² = 1, so part (g) applies to

y = (√w, √(1 − w), 0).

Its norm is 1 and its reference weight is (√w)² = w. The third component is visibly zero, but the Lean proof obtains s·y = 0 from part (e), with √w > 0 supplying the nonzero reference overlap. A vanishing singles weight is thus compatible with a reference weight of 0.99 or of 0.01.

```lean
/-- For every `w` with `0 < w ≤ 1`, the model Hamiltonian with parameters `a = √w` and
`b = √(1 - w)` has a normalised nondegenerate eigenstate whose reference weight is `w` and whose
overlap with the single excitation is zero. -/
theorem arbitrary_reference_weight {w : ℝ} (hw : 0 < w) (hw1 : w ≤ 1) :
    let y : Fin 3 → ℝ := ![Real.sqrt w, Real.sqrt (1 - w), 0]
    IsNondegenerate (modelH (Real.sqrt w) (Real.sqrt (1 - w))) (-1) y ∧
    y ⬝ᵥ y = 1 ∧ (![1, 0, 0] ⬝ᵥ y) ^ 2 = w ∧ ![0, 0, 1] ⬝ᵥ y = 0 := by
  intro y
  have ha : Real.sqrt w ^ 2 = w := Real.sq_sqrt hw.le
  have hb : Real.sqrt (1 - w) ^ 2 = 1 - w := Real.sq_sqrt (by linarith)
  obtain ⟨_, hP, _, hHP, hr, hs, hy⟩ :=
    model_witness (a := Real.sqrt w) (b := Real.sqrt (1 - w)) (by linarith)
  have hry : ![1, 0, 0] ⬝ᵥ y = Real.sqrt w := by
    simp [y, dotProduct, Fin.sum_univ_three]
  have hyy : y ⬝ᵥ y = Real.sqrt w ^ 2 + Real.sqrt (1 - w) ^ 2 := by
    simp only [dotProduct, Fin.sum_univ_three]
    show Real.sqrt w * Real.sqrt w + Real.sqrt (1 - w) * Real.sqrt (1 - w) + 0 * 0 = _
    ring
  refine ⟨hy, by linarith, by rw [hry, ha], ?_⟩
  -- the single excitation is excluded by symmetry
  apply single_overlap_eq_zero hP hHP hy hr _ hs
  change ![1, 0, 0] ⬝ᵥ y ≠ 0
  rw [hry]
  exact (Real.sqrt_pos.mpr hw).ne'
```

The same pattern appears in a calculation on H₂ in a minimal basis. The singlet configurations are σg², σu² and the singlet-coupled σgσu. Inversion plays the part of P: the first two are even and the third is odd. A symmetry-adapted configuration-interaction program therefore diagonalises a 2×2 block for σg² and σu², and the single excitation never enters the ground state. As the bond is stretched, the weight of σg² falls towards 1/2, yet the singles coefficient stays zero. How the weight depends on bond length is determined by integrals that the three-configuration model does not contain. In a larger basis there are also even singles, such as excitations from σg to a higher σg orbital, and these can contribute.

## (i) Two states at the same energy

**Task.** Keep the symmetry, the even reference r = (1, 0) and the odd single s = (0, 1), but ask only that y be an eigenvector, without requiring it to span its eigenspace. Find an example with

r·y = 1 and s·y = 1.

**Solution.** Take H to be the 2×2 identity, P the diagonal matrix with entries 1 and −1, and y = (1, 1). H commutes with P, and Hy = y. Both overlaps are 1. For the normalised state (1, 1)/√2 they are 1/√2, so the reference and the single each have weight 1/2.

The argument breaks at part (b): Py = (1, −1) has the same energy as y but is not a multiple of it. Being an eigenvector is therefore not enough for the conclusion of part (e). In a degenerate level, a diagonaliser may return such a mixture of even and odd states unless the symmetry blocks are treated separately.

```lean
/-- In a degenerate two-state level, with the identity as Hamiltonian, the eigenstate
`(1, 1)` overlaps both the even reference and the odd single excitation. -/
theorem degenerate_counterexample :
    let P : Matrix (Fin 2) (Fin 2) ℝ := !![1, 0; 0, -1]
    let y : Fin 2 → ℝ := ![1, 1]
    Pᵀ = P ∧ 1 * P = P * 1 ∧ (1 : Matrix (Fin 2) (Fin 2) ℝ) *ᵥ y = (1 : ℝ) • y ∧
    P *ᵥ ![1, 0] = ![1, 0] ∧ P *ᵥ ![0, 1] = -![0, 1] ∧
    ![1, 0] ⬝ᵥ y = 1 ∧ ![0, 1] ⬝ᵥ y = 1 := by
  intro P y
  refine ⟨?_, by rw [one_mul, mul_one], by rw [Matrix.one_mulVec, one_smul], ?_, ?_, ?_, ?_⟩
  · ext i j
    fin_cases i <;> fin_cases j <;> simp [P]
  · ext i
    fin_cases i <;> simp [P, Matrix.mulVec, dotProduct, Fin.sum_univ_two]
  · ext i
    fin_cases i <;> simp [P, Matrix.mulVec, dotProduct, Fin.sum_univ_two]
  · simp [y, dotProduct, Fin.sum_univ_two]
  · simp [y, dotProduct, Fin.sum_univ_two]

end SinglesDiagnosticBlindness
```

```lean
#print axioms SinglesDiagnosticBlindness.single_overlap_eq_zero
#print axioms SinglesDiagnosticBlindness.singlesWeight_eq_zero
#print axioms SinglesDiagnosticBlindness.arbitrary_reference_weight
#print axioms SinglesDiagnosticBlindness.degenerate_counterexample
```

```
'SinglesDiagnosticBlindness.single_overlap_eq_zero' depends on axioms: [propext, Classical.choice, Quot.sound]
'SinglesDiagnosticBlindness.singlesWeight_eq_zero' depends on axioms: [propext, Classical.choice, Quot.sound]
'SinglesDiagnosticBlindness.arbitrary_reference_weight' depends on axioms: [propext, Classical.choice, Quot.sound]
'SinglesDiagnosticBlindness.degenerate_counterexample' depends on axioms: [propext, Classical.choice, Quot.sound]
```
